# A differentiable energy of N positions in R³ is rotation invariant exactly when its total torque vanishes everywhere

Release an isolated molecule from rest under forces with a nonzero total torque, and it gains angular momentum although nothing outside acts on it. When the forces are minus the gradient of a differentiable energy, the problems below trace such a torque to a failure of rotation invariance in that energy. For simulation with a differentiable potential that depends on the positions alone, they connect a symmetry of the energy function to a property of its forces that can be computed one configuration at a time.

## Positions, rotations, forces and torque

```lean
import Mathlib

open Matrix

namespace TorqueFromRotationInvariance

noncomputable section
```

A configuration x consists of N vectors x_i in R³, and the energy E assigns a real number to each configuration. Particles are numbered from 0 to N−1, and coordinates and axes are numbered 0, 1, 2, as in Lean. The unit vector along axis k is e_k, written `Pi.single k 1`.

A proper rotation is a real 3×3 matrix R with RᵀR = 1 and det R = 1. Reflections are excluded, so an energy that distinguishes mirror images is allowed.

```lean
/-- A proper rotation of space: an orthogonal real 3×3 matrix of determinant one. -/
def IsRotation (R : Matrix (Fin 3) (Fin 3) ℝ) : Prop :=
  Rᵀ * R = 1 ∧ R.det = 1
```

Write Rx for the configuration with positions Rx_i. Invariance means that E(Rx) = E(x) for every proper rotation R and every x. The same R acts on all particles, about the origin; no translation invariance is assumed.

```lean
/-- The energy is unchanged when one proper rotation acts on all positions. -/
def RotationInvariant {N : ℕ} (E : (Fin N → Fin 3 → ℝ) → ℝ) : Prop :=
  ∀ R, IsRotation R → ∀ x, E (fun i => R *ᵥ x i) = E x
```

The force F_i on particle i has the components

F_i,k = −∂E/∂x_i,k.

In Lean, the partial derivative is the Fréchet derivative `fderiv ℝ E x` applied to a displacement of particle i along e_k.

```lean
/-- The force on particle `i`: minus the partial derivatives of the energy with respect to
its three coordinates, for an energy differentiable at `x`. -/
def force {N : ℕ} (E : (Fin N → Fin 3 → ℝ) → ℝ) (x : Fin N → Fin 3 → ℝ) (i : Fin N) :
    Fin 3 → ℝ :=
  fun k => -fderiv ℝ E x (Pi.single i (Pi.single k 1))
```

The total torque about the origin is

τ(x) = Σ_i x_i × F_i(x).

```lean
/-- The total torque about the origin, the sum of `x_i × F_i`. -/
def torque {N : ℕ} (E : (Fin N → Fin 3 → ℝ) → ℝ) (x : Fin N → Fin 3 → ℝ) : Fin 3 → ℝ :=
  ∑ i, x i ⨯₃ force E x i
```

Finally, R_k(t) is the right-handed rotation by the angle t about axis k, given by its matrix.

```lean
/-- The rotation by the angle `t` about the coordinate axis `k`. -/
def axisRotation (k : Fin 3) (t : ℝ) : Matrix (Fin 3) (Fin 3) ℝ :=
  match k with
  | 0 => !![1, 0, 0; 0, Real.cos t, -Real.sin t; 0, Real.sin t, Real.cos t]
  | 1 => !![Real.cos t, 0, Real.sin t; 0, 1, 0; -Real.sin t, 0, Real.cos t]
  | 2 => !![Real.cos t, -Real.sin t, 0; Real.sin t, Real.cos t, 0; 0, 0, 1]
```

The main theorems assume that E is differentiable at every configuration, including those where particles coincide. A bare Coulomb repulsion, which diverges there, is therefore not covered as it stands. External fields enter only through E, and a field that singles out a direction generally breaks the invariance.

## (a) Axis rotations are proper

Show that, for every axis k and angle t,

R_k(t)ᵀ R_k(t) = 1 and det R_k(t) = 1.

**Solution.** For k = 0 the columns are (1, 0, 0), (0, cos t, sin t) and (0, −sin t, cos t). They are mutually orthogonal, and their squared lengths are 1 because cos²t + sin²t = 1. The determinant is the same sum. The other two axes differ only by a cyclic relabelling.

Lean runs through the axes and matrix entries with `fin_cases` and uses the same trigonometric identity, `h`.

```lean
/-- Rotations about the coordinate axes are proper rotations. -/
theorem axisRotation_isRotation (k : Fin 3) (t : ℝ) : IsRotation (axisRotation k t) := by
  have h := Real.sin_sq_add_cos_sq t
  constructor
  · ext i j
    fin_cases k <;> fin_cases i <;> fin_cases j <;>
      simp [axisRotation, Matrix.mul_apply, Fin.sum_univ_succ] <;> nlinarith [h]
  · fin_cases k <;> simp [axisRotation, Matrix.det_fin_three] <;> nlinarith [h]
```

## (b) The velocity of a turning vector

Show that a fixed vector v, turned about axis k, satisfies

d/dt [R_k(t)v] = e_k × (R_k(t)v).

**Solution.** Let p = v_k e_k be the part of v along the axis. Then

R_k(t)v = p + cos t (v − p) + sin t (e_k × v).

The derivative is −sin t (v − p) + cos t (e_k × v). For the right-hand side, use e_k × p = 0 and e_k × (e_k × v) = p − v:

e_k × (R_k(t)v) = cos t (e_k × v) − sin t (v − p).

The two agree.

`HasDerivAt` states both that the derivative exists and what it is. In the proof, `h` differentiates the decomposition above component by component, and `convert` leaves the two formulas to be compared with the matrices.

```lean
/-- The vector `R_k(t) v`, obtained by turning a fixed `v` about the axis `k`, has the derivative
`e_k × (R_k(t) v)` with respect to the angle `t`. -/
theorem hasDerivAt_axisRotation (k : Fin 3) (v : Fin 3 → ℝ) (t : ℝ) :
    HasDerivAt (fun s => axisRotation k s *ᵥ v)
      ((Pi.single k 1 : Fin 3 → ℝ) ⨯₃ (axisRotation k t *ᵥ v)) t := by
  refine hasDerivAt_pi.2 fun i => ?_
  -- each component is a constant plus a cosine and a sine term
  have h := (((Real.hasDerivAt_cos t).mul_const (v i - if i = k then v i else 0)).fun_add
    ((Real.hasDerivAt_sin t).mul_const (((Pi.single k 1 : Fin 3 → ℝ) ⨯₃ v) i))).const_add
    (if i = k then v i else 0)
  convert h using 1
  · funext s
    fin_cases k <;> fin_cases i <;>
      simp [axisRotation, Matrix.mulVec, dotProduct, Fin.sum_univ_succ, cross_apply] <;> ring
  · fin_cases k <;> fin_cases i <;>
      simp [axisRotation, dotProduct, Fin.sum_univ_succ, cross_apply] <;> ring
```

## (c) Energy change and work

Let E be differentiable at x, and let w be a displacement with a vector w_i for each particle. Show that the derivative of E at x along w is

DE(x)[w] = −Σ_i w_i · F_i(x).

**Solution.** Expand w in displacements of one coordinate of one particle, with coefficients w_i,k. Since the derivative is linear,

DE(x)[w] = Σ_i Σ_k w_i,k ∂E/∂x_i,k = −Σ_i Σ_k w_i,k F_i,k.

The inner sum is the dot product.

The expansion is `hw`, and `map_sum` and `map_smul` supply linearity. The Lean lemma needs no differentiability hypothesis, because `fderiv` is set to zero where no derivative exists and both sides are then zero.

```lean
/-- For an energy differentiable at `x`, the first-order energy change along a displacement `w` is
minus the work of the forces at `x`. The identity for `fderiv` holds without this condition. -/
theorem fderiv_eq_neg_work {N : ℕ} (E : (Fin N → Fin 3 → ℝ) → ℝ) (x w : Fin N → Fin 3 → ℝ) :
    fderiv ℝ E x w = -∑ i, w i ⬝ᵥ force E x i := by
  have hw : w = ∑ i, ∑ k, w i k • (Pi.single i (Pi.single k 1) : Fin N → Fin 3 → ℝ) := by
    ext j l
    simp only [Finset.sum_apply, Pi.smul_apply, smul_eq_mul]
    rw [Finset.sum_eq_single j]
    · rw [Finset.sum_eq_single l]
      · simp
      · intro k _ hk
        simp [hk.symm]
      · simp
    · intro i _ hi
      simp [hi.symm]
    · simp
  conv_lhs => rw [hw]
  simp only [map_sum, map_smul, smul_eq_mul, dotProduct, force, mul_neg,
    Finset.sum_neg_distrib, neg_neg]
```

## (d) The energy of a turning configuration

For differentiable E, show that

d/dt E(R_k(t)x) = −τ_k(R_k(t)x).

**Solution.** Put y = R_k(t)x. By (b), particle i moves with velocity e_k × y_i. The chain rule and (c) give

d/dt E(R_k(t)x) = −Σ_i (e_k × y_i) · F_i(y).

The triple product satisfies (e_k × y_i) · F_i = e_k · (y_i × F_i), which is the k component of y_i × F_i. Summing over i gives −τ_k(y).

In Lean, `hpath` collects the velocities, `comp_hasDerivAt` is the chain rule, and `triple` is the triple-product identity.

```lean
/-- When a configuration turns about the axis `k`, a differentiable energy changes with the
angle at a rate equal to minus the `k` component of the torque. -/
theorem hasDerivAt_energy {N : ℕ} {E : (Fin N → Fin 3 → ℝ) → ℝ} (hE : Differentiable ℝ E)
    (x : Fin N → Fin 3 → ℝ) (k : Fin 3) (t : ℝ) :
    HasDerivAt (fun s => E (fun i => axisRotation k s *ᵥ x i))
      (-torque E (fun i => axisRotation k t *ᵥ x i) k) t := by
  have hpath : HasDerivAt (fun s => fun i => axisRotation k s *ᵥ x i)
      (fun i => (Pi.single k 1 : Fin 3 → ℝ) ⨯₃ (axisRotation k t *ᵥ x i)) t :=
    hasDerivAt_pi.2 fun i => hasDerivAt_axisRotation k (x i) t
  -- the triple product turns work into torque
  have triple : ∀ a f : Fin 3 → ℝ,
      ((Pi.single k 1 : Fin 3 → ℝ) ⨯₃ a) ⬝ᵥ f = (a ⨯₃ f) k := by
    intro a f
    fin_cases k <;> simp [cross_apply, dotProduct, Fin.sum_univ_succ] <;> ring
  refine ((hE _).hasFDerivAt.comp_hasDerivAt t hpath).congr_deriv ?_
  rw [fderiv_eq_neg_work]
  simp only [triple, torque, Finset.sum_apply]
```

## (e) Torque of an invariant energy

Let E be differentiable and invariant under all proper rotations. Show that at every configuration x

τ(x) = 0.

**Solution.** By (a), each R_k(t) is a proper rotation, so E(R_k(t)x) = E(x) for all t. The left side is constant in t and has derivative zero. At t = 0, where R_k(0) = 1, part (d) gives the same derivative as −τ_k(x). Hence τ_k(x) = 0 for k = 0, 1, 2.

Rewriting with `hinv` makes the function in `h` constant, and `h.unique` equates its two derivatives.

```lean
/-- If a differentiable energy is invariant under all proper rotations applied to every
position, the total torque vanishes at every configuration. -/
theorem torque_eq_zero {N : ℕ} {E : (Fin N → Fin 3 → ℝ) → ℝ} (hE : Differentiable ℝ E)
    (hinv : RotationInvariant E) (x : Fin N → Fin 3 → ℝ) : torque E x = 0 := by
  ext k
  have h := hasDerivAt_energy hE x k 0
  have h1 : axisRotation k 0 = 1 := by
    ext i j
    fin_cases k <;> fin_cases i <;> fin_cases j <;> simp [axisRotation]
  -- the energy is constant along the rotation, so its rate of change is zero
  simp only [hinv _ (axisRotation_isRotation k _), h1, Matrix.one_mulVec] at h
  have h0 := h.unique (hasDerivAt_const (0 : ℝ) (E x))
  simpa using h0
```

## (f) An angle for a point on the unit circle

Given real p and q with p² + q² = 1, find a real t with

p = cos t and q = sin t.

**Solution.** The complex number z = p + iq has modulus 1. Its polar form is z = |z|(cos t + i sin t) with t = arg z, and comparing real and imaginary parts gives the claim.

The proof first obtains the modulus, `hn`, and then reads off the two parts.

```lean
/-- A point of the unit circle has an angle. -/
theorem exists_angle {p q : ℝ} (h : p ^ 2 + q ^ 2 = 1) :
    ∃ t, p = Real.cos t ∧ q = Real.sin t := by
  have hn : ‖(⟨p, q⟩ : ℂ)‖ = 1 := by
    have h2 : ‖(⟨p, q⟩ : ℂ)‖ ^ 2 = 1 := by
      rw [Complex.sq_norm, Complex.normSq_mk]
      linarith
    nlinarith [norm_nonneg (⟨p, q⟩ : ℂ)]
  have hc := Complex.norm_mul_cos_arg (⟨p, q⟩ : ℂ)
  have hs := Complex.norm_mul_sin_arg (⟨p, q⟩ : ℂ)
  rw [hn, one_mul] at hc hs
  exact ⟨_, hc.symm, hs.symm⟩
```

## (g) Rotations that fix axis 0

Let S be a proper rotation whose first column is e_0. Show that for some angle c

S = R_0(c).

**Solution.** The other columns are orthogonal to e_0, so S_01 = S_02 = 0. Normalisation and the determinant leave

S_11² + S_21² = 1, S_12² + S_22² = 1, S_11 S_22 − S_12 S_21 = 1.

Therefore

(S_22 − S_11)² + (S_12 + S_21)² = 2 − 2(S_11 S_22 − S_12 S_21) = 0.

Both squares vanish, so S_22 = S_11 and S_12 = −S_21. Part (f) supplies c with S_11 = cos c and S_21 = sin c, which gives the matrix R_0(c).

The two `nlinarith` calls carry out the sum-of-squares step.

```lean
/-- A proper rotation that fixes the unit vector along axis 0 is a rotation about that axis. -/
theorem eq_axisRotation_of_fixes {S : Matrix (Fin 3) (Fin 3) ℝ} (h : IsRotation S)
    (hS : ∀ i, S i 0 = (1 : Matrix (Fin 3) (Fin 3) ℝ) i 0) : ∃ c, S = axisRotation 0 c := by
  have h00 : S 0 0 = 1 := by simpa using hS 0
  have h10 : S 1 0 = 0 := by simpa using hS 1
  have h20 : S 2 0 = 0 := by simpa using hS 2
  have e := fun i j => congrFun (congrFun h.1 i) j
  simp only [Matrix.mul_apply, Fin.sum_univ_three, Matrix.transpose_apply] at e
  have h01 : S 0 1 = 0 := by simpa [h00, h10, h20] using e 0 1
  have h02 : S 0 2 = 0 := by simpa [h00, h10, h20] using e 0 2
  have e11 : S 1 1 * S 1 1 + S 2 1 * S 2 1 = 1 := by simpa [h01] using e 1 1
  have e22 : S 1 2 * S 1 2 + S 2 2 * S 2 2 = 1 := by simpa [h02] using e 2 2
  have d := h.2
  rw [Matrix.det_fin_three, h00, h10, h20, h01, h02] at d
  -- two squares add up to zero
  have h22 : S 2 2 = S 1 1 := by
    nlinarith [sq_nonneg (S 2 2 - S 1 1), sq_nonneg (S 1 2 + S 2 1)]
  have h12 : S 1 2 = -S 2 1 := by
    nlinarith [sq_nonneg (S 2 2 - S 1 1), sq_nonneg (S 1 2 + S 2 1)]
  obtain ⟨c, hc, hs⟩ := exists_angle (p := S 1 1) (q := S 2 1) (by linarith)
  refine ⟨c, ?_⟩
  ext i j
  fin_cases i <;> fin_cases j <;>
    simp [axisRotation, h00, h10, h20, h01, h02, h22, h12, hc, hs]
```

## (h) Three angles for every rotation

Show that every proper rotation R can be written, for some angles a, b, c, as

R = R_2(a) R_1(b) R_0(c).

**Solution.** The first column of R has length 1. Let r = √(R_00² + R_10²), and choose a with R_00 = r cos a and R_10 = r sin a; if r = 0, any a will do. Since r² + R_20² = 1, part (f) gives b with r = cos b and −R_20 = sin b.

Set Q = R_2(a) R_1(b). Its first column is

(cos a cos b, sin a cos b, −sin b),

which is the first column of R. Thus Qe_0 = Re_0, and S = QᵀR satisfies Se_0 = QᵀQe_0 = e_0. As S is also a proper rotation, (g) gives S = R_0(c), and R = QS.

The matching of columns is `hcol`, and `hS` shows that QᵀR is a proper rotation.

```lean
/-- Every proper rotation is a product of rotations about the three coordinate axes. -/
theorem exists_axis_angles {R : Matrix (Fin 3) (Fin 3) ℝ} (h : IsRotation R) :
    ∃ a b c, R = axisRotation 2 a * axisRotation 1 b * axisRotation 0 c := by
  have e := congrFun (congrFun h.1 0) 0
  simp only [Matrix.mul_apply, Fin.sum_univ_three, Matrix.transpose_apply,
    Matrix.one_apply_eq] at e
  -- polar angles of the first column
  have hp := Complex.norm_mul_cos_arg (⟨R 0 0, R 1 0⟩ : ℂ)
  have hq := Complex.norm_mul_sin_arg (⟨R 0 0, R 1 0⟩ : ℂ)
  have hn := Complex.sq_norm (⟨R 0 0, R 1 0⟩ : ℂ)
  rw [Complex.normSq_mk] at hn
  obtain ⟨b, hb, hr⟩ := exists_angle (p := ‖(⟨R 0 0, R 1 0⟩ : ℂ)‖) (q := -R 2 0)
    (by linarith [neg_sq (R 2 0), sq (R 2 0)])
  rw [hb] at hp hq
  dsimp only at hp hq
  generalize Complex.arg (⟨R 0 0, R 1 0⟩ : ℂ) = a at hp hq
  obtain ⟨Q, hQ⟩ : ∃ Q, Q = axisRotation 2 a * axisRotation 1 b := ⟨_, rfl⟩
  have hcol : ∀ i, Q i 0 = R i 0 := by
    intro i
    rw [hQ]
    fin_cases i <;> simp [axisRotation, Matrix.mul_apply, Fin.sum_univ_succ] <;> linarith
  have hz := axisRotation_isRotation 2 a
  have hy := axisRotation_isRotation 1 b
  have hQ1 : Qᵀ * Q = 1 := by
    rw [hQ, Matrix.transpose_mul, Matrix.mul_assoc, ← Matrix.mul_assoc (axisRotation 2 a)ᵀ,
      hz.1, Matrix.one_mul, hy.1]
  have hQ2 : Q * Qᵀ = 1 := mul_eq_one_comm.1 hQ1
  have hS : IsRotation (Qᵀ * R) := by
    constructor
    · rw [Matrix.transpose_mul, Matrix.transpose_transpose, Matrix.mul_assoc,
        ← Matrix.mul_assoc Q, hQ2, Matrix.one_mul, h.1]
    · rw [Matrix.det_mul, Matrix.det_transpose, hQ, Matrix.det_mul, hz.2, hy.2, h.2]
      norm_num
  -- the remaining factor fixes the first axis
  obtain ⟨c, hc⟩ := eq_axisRotation_of_fixes hS (by
    intro i
    rw [← hQ1]
    simp only [Matrix.mul_apply, hcol])
  exact ⟨a, b, c, by rw [← hQ, ← hc, ← Matrix.mul_assoc, hQ2, Matrix.one_mul]⟩
```

## (i) Invariance and torque are equivalent

For differentiable E, show that

[E(Rx) = E(x) for all proper rotations R and all x] ⇔ [τ(x) = 0 for all x].

**Solution.** The forward direction is (e). Conversely, suppose that the torque vanishes everywhere, and fix a configuration y and an axis k. By (d), the function t ↦ E(R_k(t)y) has derivative zero at every t, so it is constant and equals its value at t = 0:

E(R_k(t)y) = E(y).

Now factor R as in (h) and remove one factor at a time:

E(Rx) = E(R_2(a)R_1(b)R_0(c)x) = E(R_1(b)R_0(c)x) = E(R_0(c)x) = E(x).

The converse uses zero torque at all configurations along these paths, not only at x.

The constancy statement is `key`, obtained from `is_const_of_deriv_eq_zero`. The final `rw` applies it to the three factors in the order shown.

```lean
/-- A differentiable energy is invariant under all proper rotations exactly when the total
torque vanishes at every configuration. -/
theorem rotationInvariant_iff_torque_eq_zero {N : ℕ} {E : (Fin N → Fin 3 → ℝ) → ℝ}
    (hE : Differentiable ℝ E) : RotationInvariant E ↔ ∀ x, torque E x = 0 := by
  refine ⟨torque_eq_zero hE, fun hτ R hR x => ?_⟩
  -- without torque the energy is constant along each axis rotation
  have key : ∀ k t y, E (fun i => axisRotation k t *ᵥ y i) = E y := by
    intro k t y
    have hd := hasDerivAt_energy hE y k
    have hconst := is_const_of_deriv_eq_zero (fun s => (hd s).differentiableAt)
      (fun s => by rw [(hd s).deriv, hτ]; simp) t 0
    have h1 : axisRotation k 0 = 1 := by
      ext i j
      fin_cases k <;> fin_cases i <;> fin_cases j <;> simp [axisRotation]
    simpa only [h1, Matrix.one_mulVec] using hconst
  obtain ⟨a, b, c, rfl⟩ := exists_axis_angles hR
  simp only [← Matrix.mulVec_mulVec]
  rw [key 2 a (fun i => axisRotation 1 b *ᵥ (axisRotation 0 c *ᵥ x i)),
    key 1 b (fun i => axisRotation 0 c *ᵥ x i), key 0 c x]

end

end TorqueFromRotationInvariance
```

```lean
#print axioms TorqueFromRotationInvariance.rotationInvariant_iff_torque_eq_zero
-- 'TorqueFromRotationInvariance.rotationInvariant_iff_torque_eq_zero' depends on axioms: [propext, Classical.choice, Quot.sound]
```
